# With overlap diag(1, 0), the secular determinant has degree at most the size of the first block

Q: I have a generalised eigenvalue problem $Hv = zSv$ with a singular overlap $S$, as can happen with an ultrasoft or PAW overlap in a finite basis. The solver returns some ordinary eigenvalues and some that are infinite or absurdly large. Before I discard any, I need to know how many finite ones to expect. What can you tell me?

A: Take a basis in which the overlap is $J = \mathrm{diag}(1,0)$, with the identity on a first block of size $r$ and zero on a second block of size $k$. Write the Hamiltonian in the same blocks:

$$M = \begin{pmatrix} A & B \\ C & D \end{pmatrix}, \qquad zJ - M = \begin{pmatrix} z - A & -B \\ -C & -D \end{pmatrix}.$$

Then $\det(zJ-M)$ is a polynomial in $z$ of degree at most $r$, and its $z^r$ coefficient is $\det(-D)$. If $\det D \neq 0$, you should find exactly $r$ finite eigenvalues, counted with multiplicity, for this finite matrix problem.

Q: Show me the derivation before any code.

A: Call the matrix $P$ and use the Leibniz formula,

$$\det P = \sum_\sigma \mathrm{sgn}(\sigma) \prod_i P_{\sigma(i)\,i}.$$

Each product takes exactly one entry from every column $i$. Entries in the first $r$ columns have degree at most 1 in $z$, and entries in the other columns are constants. Every product therefore has degree at most $r$, and so does the sum.

To get $z^r$ from a product, you must take the coefficient of $z$ from each of the first $r$ factors and the constant from each of the others. Summed over $\sigma$ with the signs, this is again a Leibniz formula, now for the matrix of those coefficients. In the first block column the coefficient of $z$ is the identity above and zero below. The second block column is unchanged. Hence

$$[z^r]\det(zJ-M) = \det\begin{pmatrix} 1 & -B \\ 0 & -D \end{pmatrix} = \det(-D).$$

For $k=0$ the last determinant is 1, and we have the usual monic characteristic polynomial. For $r=0$ the whole determinant is the constant $\det(-D)$.

Q: My overlap doesn't arrive as $\mathrm{diag}(1,0)$.

A: That is an idealisation in the statement. For a positive semidefinite $S$ of rank $r$ you first choose an invertible $T$ with $T^\dagger S T = J$ and set $M = T^\dagger H T$. This multiplies the secular determinant by the nonzero constant $|\det T|^2$, so its roots stay where they were. You do that step yourself before applying the theorem. The block $D$ is then the Hamiltonian restricted to the null space of the overlap.

Q: Now the formal version. What are the matrices there?

A: They are complex matrices with finite index types. Nothing is assumed Hermitian, so the eigenvalues may be complex.

In Lean 4 with Mathlib:

```lean
import Mathlib

open Matrix
open scoped Polynomial

namespace InfiniteEigenvalues

noncomputable section

variable {ι m n : Type*} [Fintype ι] [DecidableEq ι] [Fintype m] [DecidableEq m]
  [Fintype n] [DecidableEq n]
```

The pencil has polynomial entries, with `Polynomial.X` standing for the energy. Its determinant is the secular polynomial.

```lean
/-- The matrix pencil `X S - H` of an overlap `S` and a Hamiltonian `H`, with polynomial entries
in the energy variable `X`. -/
def pencil (S H : Matrix ι ι ℂ) : Matrix ι ι ℂ[X] :=
  Matrix.of fun i j => Polynomial.X * Polynomial.C (S i j) - Polynomial.C (H i j)

/-- The secular polynomial `det (X S - H)`. -/
def secular (S H : Matrix ι ι ℂ) : ℂ[X] := (pencil S H).det
```

The overlap $J$ is `projector m n`. The index type `m ⊕ n` is the first block followed by the second, and $r$ is `Fintype.card m`.

```lean
/-- The overlap `J = diag(1, 0)`, the projector on the first block. -/
def projector (m n : Type*) [DecidableEq m] : Matrix (m ⊕ n) (m ⊕ n) ℂ :=
  fromBlocks 1 0 0 0
```

Q: A determinant of a matrix of formal polynomials is algebra. I solve for vectors at a numerical energy. Why should I accept that these are the same problem?

A: Two theorems make the connection, for any $S$ and $H$. The first says that inserting a number $z$ into the secular polynomial gives $\det(zS-H)$. Its proof uses the fact that evaluation at $z$ is a ring homomorphism, so it can be moved inside the determinant, and then compares entries.

```lean
/-- At an energy `z` the secular polynomial takes the value `det (z S - H)`. -/
theorem secular_eval (S H : Matrix ι ι ℂ) (z : ℂ) :
    (secular S H).eval z = (z • S - H).det := by
  rw [secular, ← Polynomial.coe_evalRingHom, RingHom.map_det]
  congr 1
  ext i j
  simp [pencil]
  ring
```

The second says that $z$ is a root exactly when $zSv = Hv$ has a nonzero solution $v$. A square matrix has zero determinant if and only if it annihilates some nonzero vector; applied to $zS-H$, this is the claim. In the code, `*ᵥ` is a matrix acting on a vector.

```lean
/-- The roots of the secular polynomial are the energies `z` at which `z S v = H v` has a
nonzero solution `v`. -/
theorem secular_isRoot_iff (S H : Matrix ι ι ℂ) (z : ℂ) :
    (secular S H).IsRoot z ↔ ∃ v : ι → ℂ, v ≠ 0 ∧ z • (S *ᵥ v) = H *ᵥ v := by
  rw [Polynomial.IsRoot.def, secular_eval, ← Matrix.exists_mulVec_eq_zero_iff]
  simp only [Matrix.sub_mulVec, Matrix.smul_mulVec, sub_eq_zero]
```

Q: That settles the finite eigenvalues. Where are the infinite ones?

A: The file doesn't define them as objects. The usual convention assigns to infinity the difference between the matrix size $r+k$ and the degree of a nonzero secular polynomial. What is proved concerns the degree and the finite roots.

Q: Then how does the proof follow your Leibniz argument?

A: It starts with a single product. If factor $i$ has degree at most $d_i$, the product has degree at most $\sum_i d_i$, and its coefficient at that order is the product of the factors' coefficients at orders $d_i$. The proof is by induction on the set of factors. When one more factor is multiplied in, only the two top orders can combine to give the new top order.

```lean
omit [Fintype ι] in
/-- A product of polynomials of degrees at most `d i` has degree at most `∑ d i`, and its
coefficient at that order is the product of the coefficients at the orders `d i`. -/
theorem prod_top_coeff (s : Finset ι) (f : ι → ℂ[X]) (d : ι → ℕ)
    (h : ∀ i, (f i).natDegree ≤ d i) :
    (∏ i ∈ s, f i).natDegree ≤ ∑ i ∈ s, d i ∧
      (∏ i ∈ s, f i).coeff (∑ i ∈ s, d i) = ∏ i ∈ s, (f i).coeff (d i) := by
  induction s using Finset.induction_on with
  | empty => simp
  | insert a s ha ih =>
    rw [Finset.prod_insert ha, Finset.sum_insert ha, Finset.prod_insert ha]
    exact ⟨Polynomial.natDegree_mul_le_of_le (h a) ih.1, by
      rw [Polynomial.coeff_mul_add_eq_of_natDegree_le (h a) ih.1, ih.2]⟩
```

Notice that $d_i$ is a bound and need not be the actual degree. A factor of lower degree simply contributes a zero coefficient, and the statement remains true.

The next lemma puts this into the determinant. Here `key` is the product statement for each permutation, with factors `P (σ i) i`. The first half of the proof bounds the degree of the signed sum. The second half takes the coefficient term by term and recognises the Leibniz formula of the coefficient matrix.

```lean
/-- If column `j` of a polynomial matrix has degree at most `d j`, its determinant has degree at
most `∑ d j`, and the coefficient at that order is the determinant of the matrix of
coefficients taken at order `d j` in column `j`. -/
theorem det_top_coeff (P : Matrix ι ι ℂ[X]) (d : ι → ℕ)
    (h : ∀ i j, (P i j).natDegree ≤ d j) :
    P.det.natDegree ≤ ∑ j, d j ∧
      P.det.coeff (∑ j, d j) = (Matrix.of fun i j => (P i j).coeff (d j)).det := by
  -- each permutation in the Leibniz formula picks one entry from every column
  have key := fun σ : Equiv.Perm ι =>
    prod_top_coeff Finset.univ (fun i => P (σ i) i) d (fun i => h (σ i) i)
  constructor
  · rw [Matrix.det_apply']
    refine Polynomial.natDegree_sum_le_of_forall_le _ _ fun σ _ => ?_
    refine Polynomial.natDegree_mul_le.trans ?_
    rw [Polynomial.natDegree_intCast, zero_add]
    exact (key σ).1
  · rw [Matrix.det_apply', Matrix.det_apply', Polynomial.finsetSum_coeff]
    refine Finset.sum_congr rfl fun σ _ => ?_
    simp only [Polynomial.coeff_intCast_mul, Matrix.of_apply]
    rw [(key σ).2]
```

For our pencil, `d` is 1 on the first block of columns and 0 on the second, so its sum is $r$. The step `hdeg` checks the column degrees, and `hlead` identifies the coefficient matrix as the block triangular one we found by hand. Its determinant is the product of the determinants of the diagonal blocks.

```lean
/-- For the overlap `J = diag(1, 0)` with first block of size `r`, the secular polynomial
`det (z J - M)` has degree at most `r`, and its `z ^ r` coefficient is `det (-D)`. -/
theorem secular_degree_and_coeff (A : Matrix m m ℂ) (B : Matrix m n ℂ)
    (C : Matrix n m ℂ) (D : Matrix n n ℂ) :
    (secular (projector m n) (fromBlocks A B C D)).natDegree ≤ Fintype.card m ∧
      (secular (projector m n) (fromBlocks A B C D)).coeff (Fintype.card m) = (-D).det := by
  -- the energy enters only the columns of the first block
  let d : m ⊕ n → ℕ := Sum.elim (fun _ => 1) (fun _ => 0)
  have hsum : ∑ j, d j = Fintype.card m := by simp [d, Fintype.sum_sum_type]
  have hdeg : ∀ i j,
      (pencil (projector m n) (fromBlocks A B C D) i j).natDegree ≤ d j := by
    rintro i (j | j)
    · simp only [pencil, Matrix.of_apply, d, Sum.elim_inl]
      compute_degree
    · have h0 : projector m n i (Sum.inr j) = 0 := by
        cases i <;> simp [projector]
      simp [pencil, h0]
  -- the columnwise leading coefficients form a block triangular matrix
  have hlead : (Matrix.of fun i j =>
      (pencil (projector m n) (fromBlocks A B C D) i j).coeff (d j)) =
      fromBlocks 1 (-B) 0 (-D) := by
    ext (i | i) (j | j) <;> simp [pencil, projector, d, Polynomial.coeff_C]
  have key := det_top_coeff _ d hdeg
  rw [hsum, hlead, Matrix.det_fromBlocks_zero₂₁, Matrix.det_one, one_mul] at key
  exact key
```

The theorem puts no condition on $A$, $B$, $C$ or $D$. Both the bound and the coefficient hold even when $D$ is singular.

Q: A coefficient is not a count. You promised me a number of eigenvalues.

A: Over the complex numbers a nonzero polynomial has as many roots, with multiplicity, as its degree. The degree is at most $r$, and it equals $r$ exactly when the $z^r$ coefficient is nonzero. Since $\det(-D) = (-1)^k\det D$, that condition is $\det D \neq 0$.

```lean
/-- If the secular polynomial is not identically zero, the number of finite eigenvalues, counted
with multiplicity, equals the size of the first block exactly when `det D ≠ 0`. -/
theorem card_finite_eigenvalues_iff (A : Matrix m m ℂ) (B : Matrix m n ℂ)
    (C : Matrix n m ℂ) (D : Matrix n n ℂ)
    (h : secular (projector m n) (fromBlocks A B C D) ≠ 0) :
    Multiset.card (secular (projector m n) (fromBlocks A B C D)).roots = Fintype.card m ↔
      D.det ≠ 0 := by
  obtain ⟨hle, hc⟩ := secular_degree_and_coeff A B C D
  have hr := Polynomial.splits_iff_card_roots.mp
    (IsAlgClosed.splits (secular (projector m n) (fromBlocks A B C D)))
  have hn : (-D).det ≠ 0 ↔ D.det ≠ 0 := by
    rw [Matrix.det_neg]
    simp
  rw [hr, ← hn, ← hc]
  constructor
  · intro e
    rw [← e]
    exact Polynomial.leadingCoeff_ne_zero.mpr h
  · intro hne
    exact le_antisymm hle (Polynomial.le_natDegree_of_ne_zero hne)
```

The proof has the same three parts: `hr` equates the number of roots with the degree, `hn` removes the sign, and the final two directions compare the degree with $r$. The multiplicity is that of a root of the polynomial; it needn't equal the number of independent eigenvectors.

Q: There is a hypothesis `h` that the polynomial isn't identically zero. Is that a technicality?

A: It keeps the count meaningful. If the polynomial vanishes identically, every $z$ is an eigenvalue, yet Mathlib gives the zero polynomial an empty multiset of roots. With that convention the formal equivalence would fail without `h` only for $r=0$, but for $r>0$ its left side would no longer count the eigenvalues. The polynomial does vanish identically when basis functions are exactly linearly dependent: some nonzero coefficient vector then represents the zero function, so both $S$ and $H$ annihilate it. A null vector of an ultrasoft overlap is different, because it can represent a nonzero smooth function on which $H$ acts nontrivially. When $\det D \neq 0$, the coefficient theorem already shows that the polynomial is nonzero.

Q: Suppose $D$ is invertible. I would eliminate the second block and diagonalise what remains. Does that give the same eigenvalues?

A: Yes. Write $v=(u,w)$. The second row of $Mv=zJv$ reads $Cu+Dw=0$, so $w=-D^{-1}Cu$. The first row then becomes $(A-BD^{-1}C)u=zu$. The downfolded matrix doesn't depend on the energy, because the second block carries no overlap.

For the determinant, subtract from the first block column the second one multiplied by $D^{-1}C$:

$$\begin{pmatrix} z-A & -B \\ -C & -D \end{pmatrix}\begin{pmatrix} 1 & 0 \\ -D^{-1}C & 1 \end{pmatrix} = \begin{pmatrix} z-A+BD^{-1}C & -B \\ 0 & -D \end{pmatrix}.$$

The second factor has determinant 1, so

$$\det(zJ-M)=\det(-D)\,\det\bigl(z-(A-BD^{-1}C)\bigr).$$

The code first records the block form of $zJ-M$.

```lean
omit [Fintype m] [Fintype n] [DecidableEq n] in
/-- The matrix `z J - M` written in blocks: the energy `z` appears only in the first diagonal
block. -/
theorem pencil_blocks (A : Matrix m m ℂ) (B : Matrix m n ℂ)
    (C : Matrix n m ℂ) (D : Matrix n n ℂ) (z : ℂ) :
    z • projector m n - fromBlocks A B C D =
      fromBlocks (z • (1 : Matrix m m ℂ) - A) (-B) (-C) (-D) := by
  ext (i | i) (j | j) <;> simp [projector]
```

It then applies the Schur complement formula with respect to the second block, `Matrix.det_fromBlocks₂₂`. The remaining lines collect the minus signs.

```lean
/-- For invertible `D` the secular determinant is `det (-D)` times the ordinary characteristic
determinant of the downfolded matrix `A - B D⁻¹ C`. -/
theorem secular_downfolding (A : Matrix m m ℂ) (B : Matrix m n ℂ)
    (C : Matrix n m ℂ) (D : Matrix n n ℂ) (hD : D.det ≠ 0) (z : ℂ) :
    (z • projector m n - fromBlocks A B C D).det =
      (-D).det * (z • (1 : Matrix m m ℂ) - (A - B * D⁻¹ * C)).det := by
  let : Invertible D := Matrix.invertibleOfIsUnitDet D (isUnit_iff_ne_zero.mpr hD)
  let : Invertible (-D) := invertibleNeg D
  -- Schur complement with respect to the second block
  rw [pencil_blocks, Matrix.det_fromBlocks₂₂, invOf_neg, Matrix.invOf_eq_nonsing_inv]
  congr 2
  simp only [Matrix.neg_mul, Matrix.mul_neg, neg_neg]
  abel
```

This identity holds at every complex $z$, and it gives the multiplicities as well as the positions of the finite eigenvalues.

Q: And if $D$ is singular? I'd guess that I lose one eigenvalue, perhaps two.

A: You can lose all of them. Let $D=0$, with both blocks of size $r$ and both couplings $B$ and $C$ invertible. The second row gives $Cu=0$, so $u=0$. The first row then gives $Bw=0$, so $w=0$. No energy admits a nonzero solution. For $r=1$ you can see it directly:

$$\det\begin{pmatrix} z-a & -b \\ -c & 0 \end{pmatrix} = -bc,$$

which doesn't contain $z$ at all.

The formal proof works with determinants. Multiplying on the right by the matrix that exchanges the two block columns gives

$$\begin{pmatrix} -B & z-A \\ 0 & -C \end{pmatrix},$$

whose determinant $\det(-B)\det(-C)$ is nonzero. If $\det(zJ-M)$ were zero, the product would have determinant zero too, a contradiction. In the code, `hswap` is the matrix identity and `hdet` is the resulting equation between determinants.

```lean
/-- If `D = 0` and the square couplings `B` and `C` are invertible, `det (z J - M)` vanishes at
no finite energy `z`. -/
theorem no_finite_eigenvalue (A B C : Matrix m m ℂ) (hB : B.det ≠ 0) (hC : C.det ≠ 0)
    (z : ℂ) : (z • projector m m - fromBlocks A B C 0).det ≠ 0 := by
  intro h0
  -- exchanging the two block columns makes the matrix block triangular
  have hswap : (z • projector m m - fromBlocks A B C 0) *
      fromBlocks (0 : Matrix m m ℂ) 1 1 0 =
      fromBlocks (-B) (z • (1 : Matrix m m ℂ) - A) 0 (-C) := by
    rw [pencil_blocks, Matrix.fromBlocks_multiply]
    simp
  have hdet := congrArg Matrix.det hswap
  rw [Matrix.det_mul, h0, zero_mul, Matrix.det_fromBlocks_zero₂₁,
    Matrix.det_neg, Matrix.det_neg] at hdet
  have hone : ((-1 : ℂ) ^ Fintype.card m) ≠ 0 := pow_ne_zero _ (by norm_num)
  exact mul_ne_zero (mul_ne_zero hone hB) (mul_ne_zero hone hC) hdet.symm

end

end InfiniteEigenvalues
```

```lean
#print axioms InfiniteEigenvalues.secular_degree_and_coeff
-- 'InfiniteEigenvalues.secular_degree_and_coeff' depends on axioms: [propext, Classical.choice, Quot.sound]
#print axioms InfiniteEigenvalues.card_finite_eigenvalues_iff
-- 'InfiniteEigenvalues.card_finite_eigenvalues_iff' depends on axioms: [propext, Classical.choice, Quot.sound]
#print axioms InfiniteEigenvalues.secular_downfolding
-- 'InfiniteEigenvalues.secular_downfolding' depends on axioms: [propext, Classical.choice, Quot.sound]
#print axioms InfiniteEigenvalues.no_finite_eigenvalue
-- 'InfiniteEigenvalues.no_finite_eigenvalue' depends on axioms: [propext, Classical.choice, Quot.sound]
```

Q: My overlap is rarely exactly singular. Its smallest eigenvalues are tiny but positive. Does the theorem tell me where to put a cutoff?

A: No. It treats exact zeros in exact arithmetic and says nothing about rounding or about how large the spurious eigenvalues become. With a strictly positive overlap, every eigenvalue is finite, however large. The smaller count $r$ belongs to an overlap with exact null directions. In that case, inspect $D$, the Hamiltonian among them. If it is invertible, expect $r$ finite eigenvalues; if it is singular and the secular polynomial is nonzero, expect fewer.
